# Longitudinal piezoelectric measurements in all directions determine exactly the totally symmetric part of the tensor

Cut a plate from a piezoelectric crystal, apply a field of strength $E$ along its unit normal $v$, and measure the change in thickness. The converse effect gives the strain $\varepsilon_{jk}=d_{ijk}E_i$, with repeated indices summed, so the relative change in thickness is

$$\varepsilon_{jk}v_jv_k = E\,d_{ijk}v_iv_jv_k .$$

Suppose this is done for every orientation of the plate. How much of $d$ is then known?

The data fix the average of $d$ over cyclic permutations of its indices, and nothing more. The rest of the tensor is orthogonal to this average and gives no longitudinal signal in any direction. A linear-response electronic-structure calculation can supply all components of $d$, for instance from the piezoelectric stress coefficients and the elastic compliances; within the linear, homogeneous model used here, comparing it with longitudinal data checks only the totally symmetric part.

```lean
import Mathlib

open Finset

namespace PiezoelectricSplit
```

## Tensors, symmetries and responses

The tensor is given by its real components in an orthonormal basis of $\mathbb R^n$. These are full tensor components, not the entries of the contracted Voigt matrix. The letter $n$ is the dimension, so directions are called $v$, and Lean counts indices from 0.

```lean
/-- A real third-rank tensor on `R^n`, given by its Cartesian components. -/
abbrev Tensor (n : ℕ) := Fin n → Fin n → Fin n → ℝ
```

Strain is symmetric, hence $d_{ijk}=d_{ikj}$. This is all that `IsPiezo` demands; no crystal class is imposed.

```lean
variable {n : ℕ}

/-- The symmetry `d_ijk = d_ikj` of a piezoelectric tensor in its two strain (or stress) indices. -/
def IsPiezo (d : Tensor n) : Prop := ∀ i j k, d i j k = d i k j
```

A tensor $s$ is totally symmetric if no permutation of its indices changes it. Exchanging the first two indices and exchanging the last two generate all permutations, so two equations suffice.

```lean
/-- Symmetry under all permutations of the three indices, expressed by two exchanges. -/
def TotallySymmetric (s : Tensor n) : Prop :=
  ∀ i j k, s i j k = s j i k ∧ s i j k = s i k j
```

The complementary condition on a tensor $r$ is a vanishing cyclic sum, $r_{ijk}+r_{jki}+r_{kij}=0$.

```lean
/-- The cyclic sum `r_ijk + r_jki + r_kij` vanishes. -/
def CyclicFree (r : Tensor n) : Prop := ∀ i j k, r i j k + r j k i + r k i j = 0
```

The candidate for the symmetric part of $d$ is the cyclic average

$$S_{ijk}=\tfrac13\,(d_{ijk}+d_{jki}+d_{kij}).$$

```lean
/-- The average of a tensor over cyclic permutations of its indices. -/
noncomputable def symPart (d : Tensor n) : Tensor n :=
  fun i j k => (d i j k + d j k i + d k i j) / 3
```

Orthogonality refers to the Frobenius product $a_{ijk}b_{ijk}$.

```lean
/-- The Frobenius product `a_ijk b_ijk`, summed over all indices. -/
def frob (a b : Tensor n) : ℝ := ∑ i, ∑ j, ∑ k, a i j k * b i j k
```

Contracting a tensor with three vectors gives $R_d(u,v,w)=d_{ijk}u_iv_jw_k$.

```lean
/-- The contraction `d_ijk u_i v_j w_k` of a tensor with three vectors. -/
def response (d : Tensor n) (u v w : Fin n → ℝ) : ℝ :=
  ∑ i, ∑ j, ∑ k, d i j k * u i * v j * w k
```

Setting the three vectors equal gives the longitudinal response $L_d(v)=R_d(v,v,v)$. That the measured relative change in thickness equals $E\,L_d(v)$ for a unit normal $v$ is physical input: it takes a mechanically free plate, uniformly strained and in the linear regime.

```lean
/-- The longitudinal response `d_ijk v_i v_j v_k` along `v`. -/
def longitudinal (d : Tensor n) (v : Fin n → ℝ) : ℝ := response d v v v
```

## Orthogonality from relabelling indices

A full sum over three indices does not depend on their names, so $\sum f_{jki}=\sum f_{ijk}$. In Lean this amounts to two exchanges of the order of summation.

```lean
/-- A triple sum is unchanged when its indices are relabelled cyclically. -/
lemma sum_cycle (f : Tensor n) :
    ∑ i, ∑ j, ∑ k, f j k i = ∑ i, ∑ j, ∑ k, f i j k := by
  rw [Finset.sum_comm]
  exact Finset.sum_congr rfl fun _ _ => Finset.sum_comm
```

Let $s$ be totally symmetric and let $r$ have zero cyclic sum. Write the product $s_{ijk}r_{ijk}$ in its three cyclic relabellings and add them. Since $s_{jki}=s_{kij}=s_{ijk}$,

$$3\sum_{ijk} s_{ijk}r_{ijk}=\sum_{ijk} s_{ijk}\,(r_{ijk}+r_{jki}+r_{kij})=0 .$$

In the proof, `h1` and `h2` are the relabellings and `h3` is the vanishing sum on the right.

```lean
/-- A totally symmetric tensor is Frobenius-orthogonal to every tensor with zero cyclic sum. -/
theorem frob_eq_zero {s r : Tensor n} (hs : TotallySymmetric s) (hr : CyclicFree r) :
    frob s r = 0 := by
  have h1 := sum_cycle (fun i j k => s i j k * r i j k)
  have h2 := sum_cycle (fun i j k => s j k i * r j k i)
  -- the three cyclic relabellings add up to `s` times the cyclic sum of `r`
  have h3 : ∑ i, ∑ j, ∑ k,
      (s i j k * r i j k + s j k i * r j k i + s k i j * r k i j) = 0 := by
    refine Finset.sum_eq_zero fun i _ => Finset.sum_eq_zero fun j _ =>
      Finset.sum_eq_zero fun k _ => ?_
    have c1 : s j k i = s i j k := (hs j k i).2.trans (hs j i k).1
    have c2 : s k i j = s i j k := (hs k i j).1.trans (hs i k j).2
    rw [c1, c2]
    linear_combination s i j k * hr i j k
  simp only [Finset.sum_add_distrib] at h3
  unfold frob
  linarith
```

## The remainder gives no longitudinal signal

The cyclic average is itself unchanged by cyclic permutation, so its cyclic sum is $3S_{ijk}$, which is also the cyclic sum of $d$. The remainder $d-S$ therefore has zero cyclic sum. No symmetry of $d$ is used.

```lean
/-- Subtracting the cyclic average from any tensor leaves a tensor with zero cyclic sum. -/
lemma cyclicFree_sub (d : Tensor n) : CyclicFree (d - symPart d) := by
  intro i j k
  simp only [Pi.sub_apply, symPart]
  ring
```

The tensor $v_iv_jv_k$ is totally symmetric, and $L_d(v)$ is its Frobenius product with $d$. By the orthogonality just shown,

$$L_d(v)-L_S(v)=\sum_{ijk}v_iv_jv_k\,(d-S)_{ijk}=0 .$$

So $d$ and $S$ respond alike along every vector, of unit length or not.

```lean
/-- A tensor and its cyclic average have the same longitudinal response along every vector. -/
theorem longitudinal_symPart (d : Tensor n) (v : Fin n → ℝ) :
    longitudinal (symPart d) v = longitudinal d v := by
  -- the remainder is orthogonal to the totally symmetric tensor `v_i v_j v_k`
  have hv : TotallySymmetric (fun i j k => v i * v j * v k) :=
    fun i j k => ⟨by ring, by ring⟩
  have h0 := frob_eq_zero hv (cyclicFree_sub d)
  have h1 : longitudinal d v - longitudinal (symPart d) v
      = frob (fun i j k => v i * v j * v k) (d - symPart d) := by
    simp only [longitudinal, response, frob, ← Finset.sum_sub_distrib, Pi.sub_apply]
    refine Finset.sum_congr rfl fun i _ => Finset.sum_congr rfl fun j _ =>
      Finset.sum_congr rfl fun k _ => ?_
    ring
  linarith
```

## Recovering a symmetric tensor from its longitudinal response

For totally symmetric $s$, the longitudinal response determines all contractions:

$$\begin{aligned}6R_s(u,v,w)={}&L_s(u+v+w)-L_s(u+v)-L_s(u+w)-L_s(v+w)\\&+L_s(u)+L_s(v)+L_s(w).\end{aligned}$$

To see this, expand every term by linearity. A contraction containing only $u$ occurs with total coefficient $1-1-1+1=0$. One containing exactly $u$ and $v$ occurs with $1-1=0$. The other such cases are alike. What remains are the six contractions containing each of $u,v,w$ once, and these are equal by the symmetry of $s$.

The auxiliary facts `a1`, `a2` and `a3` state additivity in each slot, `h12` and `h23` exchange neighbouring slots, and `e1` to `e5` identify the five other orderings with $R_s(u,v,w)$.

```lean
/-- Polarization: the longitudinal responses of a totally symmetric tensor determine its
contraction with any three vectors. -/
theorem polarization {s : Tensor n} (hs : TotallySymmetric s) (u v w : Fin n → ℝ) :
    6 * response s u v w = longitudinal s (u + v + w) - longitudinal s (u + v)
      - longitudinal s (u + w) - longitudinal s (v + w)
      + longitudinal s u + longitudinal s v + longitudinal s w := by
  have a1 : ∀ a b c e, response s (a + b) c e = response s a c e + response s b c e := by
    intro a b c e
    simp only [response, Pi.add_apply, mul_add, add_mul, Finset.sum_add_distrib]
  have a2 : ∀ a b c e, response s c (a + b) e = response s c a e + response s c b e := by
    intro a b c e
    simp only [response, Pi.add_apply, mul_add, add_mul, Finset.sum_add_distrib]
  have a3 : ∀ a b c e, response s c e (a + b) = response s c e a + response s c e b := by
    intro a b c e
    simp only [response, Pi.add_apply, mul_add, Finset.sum_add_distrib]
  -- the contraction is symmetric in its three vectors
  have h12 : ∀ a b c, response s a b c = response s b a c := by
    intro a b c
    unfold response
    rw [Finset.sum_comm]
    refine Finset.sum_congr rfl fun i _ => Finset.sum_congr rfl fun j _ =>
      Finset.sum_congr rfl fun k _ => ?_
    rw [(hs j i k).1]
    ring
  have h23 : ∀ a b c, response s a b c = response s a c b := by
    intro a b c
    unfold response
    refine Finset.sum_congr rfl fun i _ => ?_
    rw [Finset.sum_comm]
    refine Finset.sum_congr rfl fun j _ => Finset.sum_congr rfl fun k _ => ?_
    rw [(hs i k j).2]
    ring
  have e1 := h23 u w v
  have e2 := h12 v u w
  have e3 := (h23 v w u).trans e2
  have e4 := (h12 w u v).trans e1
  have e5 := (h12 w v u).trans e3
  simp only [longitudinal, a1, a2, a3]
  linear_combination -(e1 + e2 + e3 + e4 + e5)
```

Now suppose $L_s$ vanishes on unit vectors. Since $L_s(cv)=c^3L_s(v)$, a nonzero $v$ of length $|v|$ satisfies

$$0=L_s(v/|v|)=|v|^{-3}L_s(v),$$

so $L_s(v)=0$; for $v=0$ this is immediate. Insert the basis vectors $e_i,e_j,e_k$ into the polarization identity. Its right side is zero and its left side is $6s_{ijk}$, hence $s=0$.

Lean expresses unit length as $\sum_i v_i^2=1$ and writes $e_i$ as `Pi.single i 1`. The scaling law is `hsmul`, and `hall` is the extension to all vectors.

```lean
/-- A totally symmetric tensor without longitudinal response along any unit vector is zero. -/
theorem eq_zero_of_longitudinal {s : Tensor n} (hs : TotallySymmetric s)
    (h : ∀ v : Fin n → ℝ, ∑ i, v i ^ 2 = 1 → longitudinal s v = 0) : s = 0 := by
  have hsmul : ∀ (c : ℝ) v, longitudinal s (c • v) = c ^ 3 * longitudinal s v := by
    intro c v
    simp only [longitudinal, response, Pi.smul_apply, smul_eq_mul, Finset.mul_sum]
    refine Finset.sum_congr rfl fun i _ => Finset.sum_congr rfl fun j _ =>
      Finset.sum_congr rfl fun k _ => ?_
    ring
  -- cubic scaling carries the hypothesis from unit vectors to all vectors
  have hall : ∀ v, longitudinal s v = 0 := by
    intro v
    by_cases hv : ∑ i, v i ^ 2 = 0
    · have hz : ∀ i, v i = 0 := fun i => by
        have := (Finset.sum_eq_zero_iff_of_nonneg (fun i _ => sq_nonneg (v i))).1 hv i
          (Finset.mem_univ i)
        exact (pow_eq_zero_iff two_ne_zero).1 this
      simp [longitudinal, response, hz]
    · have hp : 0 < ∑ i, v i ^ 2 :=
        lt_of_le_of_ne (Finset.sum_nonneg fun i _ => sq_nonneg (v i)) (Ne.symm hv)
      have hu := h ((√(∑ i, v i ^ 2))⁻¹ • v) (by
        simp only [Pi.smul_apply, smul_eq_mul, mul_pow, ← Finset.mul_sum]
        rw [inv_pow, Real.sq_sqrt hp.le, inv_mul_cancel₀ hv])
      rw [hsmul] at hu
      exact (mul_eq_zero.1 hu).resolve_left
        (pow_ne_zero 3 (inv_ne_zero (Real.sqrt_pos.2 hp).ne'))
  -- polarization on basis vectors reads off the components
  funext i j k
  have hp := polarization hs (Pi.single i 1) (Pi.single j 1) (Pi.single k 1)
  have hc : response s (Pi.single i 1) (Pi.single j 1) (Pi.single k 1) = s i j k := by
    simp [response, Pi.single_apply]
  simp only [hall, hc] at hp
  simp only [Pi.zero_apply]
  linarith
```

## The split and its uniqueness

For $d$ symmetric in its last two indices, exchanging two indices of $S$ only reshuffles the sum:

$$3S_{jik}=d_{jik}+d_{ikj}+d_{kji}=d_{jki}+d_{ijk}+d_{kij}=3S_{ijk}.$$

The sum for $S_{ikj}$ has the same three terms, so $S$ is totally symmetric. Then $d-S$ is symmetric in $jk$, as a difference of two such tensors, and it is orthogonal to $S$.

For uniqueness, let $d=s+r$ with $s$ totally symmetric and $r$ of zero cyclic sum. Averaging cyclically leaves $s$ alone and removes $r$, so $S=s$ and $r=d-S$.

Finally, if $L_d$ vanishes on all unit vectors, so does $L_S=L_d$, and then $S=0$ by the previous result. Conversely, $S=0$ gives $L_d=L_S=0$.

The theorem `piezo_split` lists these statements in order: the symmetry of $S$, the two properties of the remainder, orthogonality, uniqueness, and the equivalence for the longitudinal response. The uniqueness clause does not require $r$ to be symmetric in $jk$; that follows.

```lean
/-- A piezoelectric tensor splits uniquely into a totally symmetric part, its cyclic average, and
a part with zero cyclic sum. The parts are orthogonal, and the longitudinal response vanishes in
all directions iff the totally symmetric part is zero. -/
theorem piezo_split {d : Tensor n} (hd : IsPiezo d) :
    TotallySymmetric (symPart d) ∧ IsPiezo (d - symPart d) ∧ CyclicFree (d - symPart d) ∧
    frob (symPart d) (d - symPart d) = 0 ∧
    (∀ s r, TotallySymmetric s → CyclicFree r → d = s + r →
      s = symPart d ∧ r = d - symPart d) ∧
    ((∀ v : Fin n → ℝ, ∑ i, v i ^ 2 = 1 → longitudinal d v = 0) ↔ symPart d = 0) := by
  have hS : TotallySymmetric (symPart d) := by
    intro i j k
    simp only [symPart]
    constructor <;> linear_combination (hd i j k + hd j k i + hd k i j) / 3
  refine ⟨hS, ?_, cyclicFree_sub d, frob_eq_zero hS (cyclicFree_sub d), ?_, ?_, ?_⟩
  · intro i j k
    simp only [Pi.sub_apply]
    linear_combination hd i j k - (hS i j k).2
  · -- cyclic averaging keeps `s` and removes `r`
    intro s r hs hr h
    have hsd : s = symPart d := by
      funext i j k
      have c1 : s j k i = s i j k := (hs j k i).2.trans (hs j i k).1
      have c2 : s k i j = s i j k := (hs k i j).1.trans (hs i k j).2
      simp only [h, symPart, Pi.add_apply]
      linear_combination -(1 / 3) * c1 - (1 / 3) * c2 - (1 / 3) * hr i j k
    exact ⟨hsd, by rw [← hsd, h, add_sub_cancel_left]⟩
  · intro h
    exact eq_zero_of_longitudinal hS fun v hv => (longitudinal_symPart d v).trans (h v hv)
  · intro h v _
    rw [← longitudinal_symPart, h]
    simp [longitudinal, response]
```

Without the symmetry in $jk$ the theorem fails in three dimensions. Take the Levi-Civita tensor $\epsilon_{ijk}$. It is its own cyclic average, which is nonzero and not totally symmetric, yet $\epsilon_{ijk}v_iv_jv_k=0$ for every $v$. It has no split of the required kind either, since averaging would force $s=\epsilon$. Invariance under cyclic permutations is thus no substitute for $d_{ijk}=d_{ikj}$. This example is an ordinary calculation with no Lean proof attached.

## What two crystals with equal longitudinal data share

Let $d$ and $e$ be the piezoelectric tensors of two crystals, given in the same orthonormal basis. Here $e$ is a second tensor of the same kind as $d$, not the piezoelectric stress coefficients that usually bear this letter. Their difference is again symmetric in $jk$, and $L_{d-e}=L_d-L_e$. If the responses agree on all unit vectors, the equivalence above shows that the cyclic average of $d-e$ is zero, so the averages of $d$ and $e$ coincide. Conversely, equal averages give equal responses, because each tensor responds like its average.

```lean
/-- Two piezoelectric tensors have the same longitudinal response in all directions iff their
totally symmetric parts agree. -/
theorem longitudinal_eq_iff {d e : Tensor n} (hd : IsPiezo d) (he : IsPiezo e) :
    (∀ v : Fin n → ℝ, ∑ i, v i ^ 2 = 1 → longitudinal d v = longitudinal e v) ↔
      symPart d = symPart e := by
  constructor
  · intro h
    have hde : IsPiezo (d - e) := fun i j k => by
      simp only [Pi.sub_apply]
      rw [hd i j k, he i j k]
    have h0 : symPart (d - e) = 0 := (piezo_split hde).2.2.2.2.2.1 fun v hv => by
      have hsub : longitudinal (d - e) v = longitudinal d v - longitudinal e v := by
        simp only [longitudinal, response, Pi.sub_apply, sub_mul, Finset.sum_sub_distrib]
      rw [hsub, h v hv, sub_self]
    funext i j k
    have hc := congrFun (congrFun (congrFun h0 i) j) k
    simp only [symPart, Pi.sub_apply, Pi.zero_apply] at hc ⊢
    linarith
  · intro h v _
    rw [← longitudinal_symPart d, ← longitudinal_symPart e, h]
```

## A planar tensor hidden from every longitudinal measurement

In the plane, take $d_{011}=-2$, $d_{101}=d_{110}=1$ and all other components zero. A field along axis 0 strains the material along axis 1, and a field along axis 1 produces shear.

```lean
/-- The planar tensor with `d_011 = -2`, `d_101 = d_110 = 1` and all other components zero. -/
def hiddenTensor : Tensor 2 := fun i j k =>
  if i = 0 ∧ j = 1 ∧ k = 1 then -2 else if i = 1 ∧ j ≠ k then 1 else 0
```

The longitudinal response is

$$L_d(v)=-2v_0v_1^2+v_1v_0v_1+v_1v_1v_0=0 .$$

Lean reaches the same conclusion through the split. It checks the zero cyclic sum for each choice of indices, deduces that the cyclic average is zero, and uses the equality of the responses of $d$ and $S$. The component $d_{011}$ shows that the tensor is nonzero.

```lean
/-- The tensor `hiddenTensor` is piezoelectric and nonzero, yet its longitudinal response vanishes
along every vector of the plane. -/
theorem hiddenTensor_witness :
    IsPiezo hiddenTensor ∧ hiddenTensor ≠ 0 ∧ ∀ v, longitudinal hiddenTensor v = 0 := by
  have hc : CyclicFree hiddenTensor := by
    intro i j k
    fin_cases i <;> fin_cases j <;> fin_cases k <;> norm_num [hiddenTensor]
  refine ⟨?_, ?_, ?_⟩
  · intro i j k
    fin_cases i <;> fin_cases j <;> fin_cases k <;> simp [hiddenTensor]
  · intro h
    have h1 := congrFun (congrFun (congrFun h 0) 1) 1
    norm_num [hiddenTensor] at h1
  · intro v
    have h0 : symPart hiddenTensor = 0 := by
      funext i j k
      simp only [symPart, hc i j k, zero_div, Pi.zero_apply]
    rw [← longitudinal_symPart, h0]
    simp [longitudinal, response]

end PiezoelectricSplit
```

```lean
#print axioms PiezoelectricSplit.piezo_split
-- 'PiezoelectricSplit.piezo_split' depends on axioms: [propext, Classical.choice, Quot.sound]
#print axioms PiezoelectricSplit.longitudinal_eq_iff
-- 'PiezoelectricSplit.longitudinal_eq_iff' depends on axioms: [propext, Classical.choice, Quot.sound]
```
